# Two distinct, non-orthogonal stationary states with the same chemical potential in a two-site condensate with strong attraction

The theorem `nonorthogonal_mirror_states` concerns a two-site condensate with real amplitudes x and y, normalised so that x² + y² = 1, which obey the stationary nonlinear equations −Jy − gx³ = mx and −Jx − gy³ = my. For tunnelling J and attraction g with g > 2J > 0, it states that there is a solution with x > y > 0, xy = J/g and chemical potential m = −g. Exchanging the two sites gives a different solution with the same chemical potential, and the overlap of the two is 2J/g, which is not zero. The proof takes the amplitudes from `exists_amplitudes` and gets both stationarity claims from `stationary_of_product`, which needs the product condition in each order, g(xy) = J and g(yx) = J.

This version doesn't compile in Lean 4 with Mathlib:

```lean
import Mathlib

namespace NonlinearDimer

noncomputable section

/-- The overlap of two real two-site states. -/
def overlap (v w : ℝ × ℝ) : ℝ := v.1 * w.1 + v.2 * w.2

/-- A normalised real state of the two-site condensate with tunnelling `J` and attraction `g`
that solves the stationary nonlinear equations with chemical potential `m`. -/
def IsStationary (J g m : ℝ) (v : ℝ × ℝ) : Prop :=
  overlap v v = 1 ∧ -J * v.2 - g * v.1 ^ 3 = m * v.1 ∧ -J * v.1 - g * v.2 ^ 3 = m * v.2

/-- A normalised state whose amplitudes satisfy `g x y = J` is stationary with chemical
potential `-g`. -/
theorem stationary_of_product {J g : ℝ} {v : ℝ × ℝ} (h : overlap v v = 1)
    (hp : g * (v.1 * v.2) = J) : IsStationary J g (-g) v := by
  refine ⟨h, ?_, ?_⟩ <;> unfold overlap at h
  · linear_combination v.2 * hp - g * v.1 * h
  · linear_combination v.1 * hp - g * v.2 * h

/-- For `g > 2J > 0` there are amplitudes `x > y > 0` with unit norm and product `J / g`. -/
theorem exists_amplitudes {J g : ℝ} (hJ : 0 < J) (hg : 2 * J < g) :
    ∃ x y : ℝ, 0 < y ∧ y < x ∧ x * x + y * y = 1 ∧ x * y = J / g := by
  have hg0 : 0 < g := by linarith
  have hq : 0 < J / g := div_pos hJ hg0
  have hq2 : J / g < 1 / 2 := by
    rw [div_lt_iff₀ hg0]
    linarith
  -- the sum and the difference of the two amplitudes
  have hs : √(1 + 2 * (J / g)) ^ 2 = 1 + 2 * (J / g) := Real.sq_sqrt (by linarith)
  have hd : √(1 - 2 * (J / g)) ^ 2 = 1 - 2 * (J / g) := Real.sq_sqrt (by linarith)
  have hd0 : 0 < √(1 - 2 * (J / g)) := Real.sqrt_pos.mpr (by linarith)
  have hds : √(1 - 2 * (J / g)) < √(1 + 2 * (J / g)) :=
    Real.sqrt_lt_sqrt (by linarith) (by linarith)
  refine ⟨(√(1 + 2 * (J / g)) + √(1 - 2 * (J / g))) / 2,
    (√(1 + 2 * (J / g)) - √(1 - 2 * (J / g))) / 2, by linarith, by linarith, ?_, ?_⟩
  · linear_combination hs / 2 + hd / 2
  · linear_combination hs / 4 - hd / 4

/-- For `g > 2J > 0` there is a stationary state with `x > y > 0`, `x y = J / g` and chemical
potential `-g`; its mirror image is a different stationary state with the same chemical
potential, and the two have the nonzero overlap `2J / g`. -/
theorem nonorthogonal_mirror_states {J g : ℝ} (hJ : 0 < J) (hg : 2 * J < g) :
    ∃ v : ℝ × ℝ, 0 < v.2 ∧ v.2 < v.1 ∧ v.1 * v.2 = J / g ∧
      IsStationary J g (-g) v ∧ IsStationary J g (-g) v.swap ∧ v.swap ≠ v ∧
      overlap v v.swap = 2 * J / g ∧ overlap v v.swap ≠ 0 := by
  obtain ⟨x, y, hy, hxy, hn, hp⟩ := exists_amplitudes hJ hg
  have hg0 : g ≠ 0 := by linarith
  have hx : 0 < x := hy.trans hxy
  have hprod : g * (x * y) = J := by
    rw [hp]
    field_simp
  have hn' : y * y + x * x = 1 := by linarith
  have hprod' : g * (y * x) = J := by linarith [mul_comm x y, hprod, mul_comm y x,
    congrArg (fun t => g * t) (mul_comm y x)]
  refine ⟨(x, y), hy, hxy, hp, stationary_of_product hn hprod,
    stationary_of_product (v := (y, x)) hn' hprod', ?_, ?_, ?_⟩
  · intro h
    have h' : y = x := congrArg Prod.fst h
    exact hxy.ne h'
  · change x * y + y * x = 2 * J / g
    linear_combination 2 * hp
  · change x * y + y * x ≠ 0
    positivity

end

end NonlinearDimer
```

Lean reports:

```
Main.lean:57:12: error: unexpected token '('; expected ']'
Main.lean:57:4: error: don't know how to synthesize implicit argument `a₂`
  @congrArg ?m.202 ?m.203 ?m.204 ?m.205
context:
J g : ℝ
hJ : 0 < J
hg : 2 * J < g
x y : ℝ
hy : 0 < y
hxy : y < x
hn : x * x + y * y = 1
hp : x * y = J / g
hg0 : g ≠ 0
hx : 0 < x
hprod : g * (x * y) = J
hn' : y * y + x * x = 1
⊢ ?m.202
Main.lean:57:4: error: don't know how to synthesize implicit argument `a₁`
  @congrArg ?m.202 ?m.203 ?m.204 ?m.205
context:
J g : ℝ
hJ : 0 < J
hg : 2 * J < g
x y : ℝ
hy : 0 < y
hxy : y < x
hn : x * x + y * y = 1
hp : x * y = J / g
hg0 : g ≠ 0
hx : 0 < x
hprod : g * (x * y) = J
hn' : y * y + x * x = 1
⊢ ?m.202
Main.lean:57:4: error: don't know how to synthesize implicit argument `β`
  @congrArg ?m.202 ?m.203 ?m.204 ?m.205
context:
J g : ℝ
hJ : 0 < J
hg : 2 * J < g
x y : ℝ
hy : 0 < y
hxy : y < x
hn : x * x + y * y = 1
hp : x * y = J / g
hg0 : g ≠ 0
hx : 0 < x
hprod : g * (x * y) = J
hn' : y * y + x * x = 1
⊢ Sort ?u.107
Main.lean:57:4: error: don't know how to synthesize implicit argument `α`
  @congrArg ?m.202 ?m.203 ?m.204 ?m.205
context:
J g : ℝ
hJ : 0 < J
hg : 2 * J < g
x y : ℝ
hy : 0 < y
hxy : y < x
hn : x * x + y * y = 1
hp : x * y = J / g
hg0 : g ≠ 0
hx : 0 < x
hprod : g * (x * y) = J
hn' : y * y + x * x = 1
⊢ Sort ?u.108
Main.lean:48:61: error: unsolved goals
J g : ℝ
hJ : 0 < J
hg : 2 * J < g
x y : ℝ
hy : 0 < y
hxy : y < x
hn : x * x + y * y = 1
hp : x * y = J / g
hg0 : g ≠ 0
hx : 0 < x
hprod : g * (x * y) = J
hn' : y * y + x * x = 1
hprod' : g * (y * x) = J
⊢ ∃ v,
    0 < v.2 ∧
      v.2 < v.1 ∧
        v.1 * v.2 = J / g ∧
          IsStationary J g (-g) v ∧
            IsStationary J g (-g) v.swap ∧ v.swap ≠ v ∧ overlap v v.swap = 2 * J / g ∧ overlap v v.swap ≠ 0
```

The first error is one of layout. The tactic block after `by` starts at `linarith`, far to the right, and Lean accepts an argument of a function only if it stands to the right of that block's starting column. On the continuation line the `(` after `congrArg` stands well to the left of it, so Lean ends the term at `congrArg` and expects `]`.

The other errors follow from this. `congrArg` is left without arguments, so its implicit arguments `α`, `β`, `a₁` and `a₂` cannot be determined. The rest of the proof, from `refine` on, is not read as part of the theorem, so the main goal is reported as unsolved, with `hprod'` already in its context.

The repair puts the step on one line, as `linear_combination hprod`, so no argument falls to the left. It proves the step because g(yx) = J and `hprod`, g(xy) = J, differ only in the order of a product, which the tactic's ring normalisation settles. The messages show no fault in the mathematics.

After these edits no error is left:

```diff
@@ -54,6 +54,5 @@
     field_simp
   have hn' : y * y + x * x = 1 := by linarith
-  have hprod' : g * (y * x) = J := by linarith [mul_comm x y, hprod, mul_comm y x,
-    congrArg (fun t => g * t) (mul_comm y x)]
+  have hprod' : g * (y * x) = J := by linear_combination hprod
   refine ⟨(x, y), hy, hxy, hp, stationary_of_product hn hprod,
     stationary_of_product (v := (y, x)) hn' hprod', ?_, ?_, ?_⟩
```
